# Static and ion-clamped screening as constrained minima of one harmonic energy at fixed displacement

Let $D$ be a fixed electric displacement in Gaussian units, and let $x$ and $y$ be the electronic and ionic parts of the polarisation, with polarisabilities $a,b>0$. The energy per unit volume is

$$u(x,y)=\frac{(D-4\pi(x+y))^2}{8\pi}+\frac{x^2}{2a}+\frac{y^2}{2b}.$$

I expect the minimum to be $D^2/(8\pi(1+4\pi(a+b)))$ when both coordinates relax, and $D^2/(8\pi(1+4\pi a))$ when the ions are clamped at $y=0$. Can this be made rigorous and machine-checked, preferably with a dielectric tensor, so that it also covers anisotropic crystals?

## One energy, with a choice of free modes

Take finitely many modes $i$ with amplitudes $q_i$, polarisabilities $a_i>0$ and charge vectors $Z_i$. The polarisation is $P(q)=\sum_i q_iZ_i$, and the energy per unit volume is

$$u(q)=\frac{|D-4\pi P(q)|^2}{8\pi}+\sum_i\frac{q_i^2}{2a_i}.$$

Let only the modes in a set $s$ move, with $q_i=0$ for $i\notin s$, and define

$$\varepsilon_s=1+4\pi\sum_{i\in s}a_i\,Z_i\otimes Z_i .$$

If $s$ holds the electronic modes, this is the ion-clamped tensor; if it holds all modes, it is the static one.

**The field exists.** For any vector $v$,

$$v\cdot\varepsilon_s v=|v|^2+4\pi\sum_{i\in s}a_i(Z_i\cdot v)^2\ge|v|^2 .$$

Only $v=0$ is sent to zero, so $\varepsilon_sE=D$ has exactly one solution $E$, the macroscopic field.

**The square is completed.** Setting $\partial u/\partial q_i=0$ for a free mode gives $q_i=a_i\,Z_i\cdot E$. Call this response $r_i$, with $r_i=0$ outside $s$. Then $D=E+4\pi P(r)$. Write $\delta=q-r$ and $W=P(\delta)$, so that $D-4\pi P(q)=E-4\pi W$. The field energy is

$$\frac{|E|^2}{8\pi}-E\cdot W+2\pi|W|^2 .$$

Since $r_i/a_i=Z_i\cdot E$ in $s$ and $\delta_i=0$ outside it, the elastic energy is

$$\sum_i\frac{\delta_i^2}{2a_i}+E\cdot W+\frac{E\cdot P(r)}{2}.$$

The terms in $E\cdot W$ cancel, and $D\cdot E=|E|^2+4\pi E\cdot P(r)$, so

$$u(q)=\frac{D\cdot E}{8\pi}+2\pi|W|^2+\sum_i\frac{\delta_i^2}{2a_i}.$$

The minimum is therefore $D\cdot\varepsilon_s^{-1}D/(8\pi)$, reached only at $q=r$.

**More modes are released.** Let $s\subseteq t$. The old minimiser is still allowed, so the minimum can't rise. If it stays the same, the old minimiser also minimises over $t$, and by uniqueness the two responses agree. Subtracting $4\pi P(r)$ from $D$ then gives the same field $E$ in both cases, and each released mode has $a_i\,Z_i\cdot E=0$, hence $Z_i\cdot E=0$. Conversely, if all released modes satisfy $Z_i\cdot E=0$, they don't respond to $E$, so $\varepsilon_tE=D$ and the energy is unchanged.

**Your scalar case.** With $E=D/(1+4\pi(a+b))$, $\xi=x-aE$ and $\eta=y-bE$, the same calculation gives

$$u(x,y)=\frac{D^2}{8\pi(1+4\pi(a+b))}+2\pi(\xi+\eta)^2+\frac{\xi^2}{2a}+\frac{\eta^2}{2b}.$$

For clamped ions, put $y=0$, drop the $\eta$ terms and use $E=D/(1+4\pi a)$.

## What the Lean theorems say

The finite types `ι` and `n` index the modes and the Cartesian directions. `energy` is $u(q)$, `dielectric a Z s` is $\varepsilon_s$, `macroField` is $\varepsilon_s^{-1}D$, and `clamped s` is the set of amplitudes that vanish outside `s`. The labels "electronic" and "ionic" enter only through the choice of `s`.

- `isLeast_screenedEnergy` says that $D\cdot\varepsilon_s^{-1}D/(8\pi)$ is the least energy on `clamped s`: some allowed configuration has it, and none lies lower.
- `energy_eq_screened_iff` identifies the unique minimiser.
- `release_modes` gives the inequality for `s ⊆ t` and the orthogonality condition for equality.
- `isotropic_minima` states your two scalar minima, the first over all pairs $(x,y)$ and the second over $x$ with $y=0$.

The hypothesis `ha : ∀ i, 0 < a i` stands for mechanical stability: each mode has a positive restoring force at zero macroscopic field. It is assumed, not derived from an electronic-structure calculation. The model is harmonic and static, describes a uniform field, and has no elastic coupling between modes.

```lean
import Mathlib

open Matrix Real

namespace StaticVersusClampedScreening

noncomputable section

variable {ι n : Type*} [Fintype ι] [DecidableEq ι] [Fintype n] [DecidableEq n]

/-- Polarisation carried by mode amplitudes `q` with charge vectors `Z`. -/
def polarisation (Z : ι → n → ℝ) (q : ι → ℝ) : n → ℝ := ∑ i, q i • Z i

/-- Energy per unit volume at fixed displacement `D`: field energy plus the elastic energy
of modes with polarisabilities `a`. -/
def energy (a : ι → ℝ) (Z : ι → n → ℝ) (D : n → ℝ) (q : ι → ℝ) : ℝ :=
  (D - (4 * π) • polarisation Z q) ⬝ᵥ (D - (4 * π) • polarisation Z q) / (8 * π)
    + ∑ i, q i ^ 2 / (2 * a i)

/-- Configurations in which every mode outside `s` is clamped at zero. -/
def clamped (s : Finset ι) : Set (ι → ℝ) := {q | ∀ i, i ∉ s → q i = 0}

/-- Dielectric tensor built from the modes in `s`. -/
def dielectric (a : ι → ℝ) (Z : ι → n → ℝ) (s : Finset ι) : Matrix n n ℝ :=
  1 + (4 * π) • ∑ i ∈ s, a i • vecMulVec (Z i) (Z i)

/-- Macroscopic electric field at displacement `D` when the modes in `s` screen. -/
def macroField (a : ι → ℝ) (Z : ι → n → ℝ) (s : Finset ι) (D : n → ℝ) : n → ℝ :=
  (dielectric a Z s)⁻¹ *ᵥ D

/-- Linear response of the modes in `s` to a field `E`, the other modes staying at zero. -/
def response (a : ι → ℝ) (Z : ι → n → ℝ) (s : Finset ι) (E : n → ℝ) : ι → ℝ :=
  fun i => if i ∈ s then a i * (Z i ⬝ᵥ E) else 0

/-- The screened energy `D · ε⁻¹ D / (8π)` for the dielectric tensor of the modes in `s`. -/
def screenedEnergy (a : ι → ℝ) (Z : ι → n → ℝ) (s : Finset ι) (D : n → ℝ) : ℝ :=
  D ⬝ᵥ macroField a Z s D / (8 * π)

omit [DecidableEq ι] [DecidableEq n] in
/-- The polarisation couples to a field mode by mode. -/
theorem polarisation_dot (Z : ι → n → ℝ) (q : ι → ℝ) (E : n → ℝ) :
    polarisation Z q ⬝ᵥ E = ∑ i, q i * (Z i ⬝ᵥ E) := by
  simp only [polarisation, dotProduct, Finset.sum_apply, Pi.smul_apply, smul_eq_mul,
    Finset.sum_mul, Finset.mul_sum]
  rw [Finset.sum_comm]
  exact Finset.sum_congr rfl fun i _ => Finset.sum_congr rfl fun k _ => by ring

/-- The dielectric tensor maps a field to the field plus `4π` times the polarisation
it induces. -/
theorem dielectric_mulVec (a : ι → ℝ) (Z : ι → n → ℝ) (s : Finset ι) (E : n → ℝ) :
    dielectric a Z s *ᵥ E = E + (4 * π) • polarisation Z (response a Z s E) := by
  have h : (∑ i ∈ s, a i • vecMulVec (Z i) (Z i)) *ᵥ E
      = polarisation Z (response a Z s E) := by
    ext j
    simp only [polarisation, response, Matrix.mulVec, dotProduct, Matrix.sum_apply,
      Matrix.smul_apply, Matrix.vecMulVec_apply, smul_eq_mul, Finset.sum_apply,
      Pi.smul_apply, ite_mul, zero_mul, Finset.sum_ite_mem, Finset.univ_inter,
      Finset.sum_mul, Finset.mul_sum]
    rw [Finset.sum_comm]
    exact Finset.sum_congr rfl fun i _ => Finset.sum_congr rfl fun k _ => by ring
  rw [dielectric, Matrix.add_mulVec, Matrix.one_mulVec, Matrix.smul_mulVec, h]

/-- With positive polarisabilities, `E` satisfies `ε E = D` exactly when it is the
macroscopic field. -/
theorem dielectric_mulVec_eq_iff {a : ι → ℝ} (ha : ∀ i, 0 < a i) (Z : ι → n → ℝ)
    (s : Finset ι) (D E : n → ℝ) :
    dielectric a Z s *ᵥ E = D ↔ E = macroField a Z s D := by
  have hu : IsUnit (dielectric a Z s).det := by
    rw [isUnit_iff_ne_zero]
    intro h0
    obtain ⟨v, hv, hv0⟩ := Matrix.exists_mulVec_eq_zero_iff.mpr h0
    -- a null vector would have zero energy `v · ε v`, hence zero length
    have h1 := congrArg (fun w => w ⬝ᵥ v) hv0
    simp only [dielectric_mulVec, add_dotProduct, smul_dotProduct, smul_eq_mul,
      polarisation_dot, zero_dotProduct] at h1
    have h2 : 0 ≤ ∑ i, response a Z s v i * (Z i ⬝ᵥ v) := by
      refine Finset.sum_nonneg fun i _ => ?_
      by_cases hi : i ∈ s
      · simp only [response, hi, if_true]
        rw [mul_assoc]
        exact mul_nonneg (ha i).le (mul_self_nonneg _)
      · simp [response, hi]
    have h3 : 0 ≤ v ⬝ᵥ v := Finset.sum_nonneg fun i _ => mul_self_nonneg (v i)
    have h4 := mul_nonneg (by positivity : (0 : ℝ) ≤ 4 * π) h2
    exact hv (dotProduct_self_eq_zero.mp (by linarith))
  constructor
  · intro h
    rw [macroField, ← h, Matrix.mulVec_mulVec, Matrix.nonsing_inv_mul _ hu,
      Matrix.one_mulVec]
  · intro h
    rw [h, macroField, Matrix.mulVec_mulVec, Matrix.mul_nonsing_inv _ hu,
      Matrix.one_mulVec]

/-- Completing the square: the energy is `D · E / (8π)` plus the field and elastic energies
of the deviation from linear response. -/
theorem energy_split {a : ι → ℝ} (ha : ∀ i, 0 < a i) (Z : ι → n → ℝ) {s : Finset ι}
    {D E : n → ℝ} (hE : dielectric a Z s *ᵥ E = D) {q : ι → ℝ} (hq : q ∈ clamped s) :
    energy a Z D q = D ⬝ᵥ E / (8 * π)
      + 2 * π * (polarisation Z (q - response a Z s E) ⬝ᵥ
          polarisation Z (q - response a Z s E))
      + ∑ i, (q i - response a Z s E i) ^ 2 / (2 * a i) := by
  have hD := hE.symm.trans (dielectric_mulVec a Z s E)
  have h2 : ∑ i, q i ^ 2 / (2 * a i) = ∑ i, (q i - response a Z s E i) ^ 2 / (2 * a i)
      + polarisation Z (q - response a Z s E) ⬝ᵥ E
      + polarisation Z (response a Z s E) ⬝ᵥ E / 2 := by
    simp only [polarisation_dot, Finset.sum_div]
    rw [← Finset.sum_add_distrib, ← Finset.sum_add_distrib]
    refine Finset.sum_congr rfl fun i _ => ?_
    have hi := (ha i).ne'
    by_cases his : i ∈ s
    · simp only [Pi.sub_apply, response, his, if_true]
      field_simp
      ring
    · simp [response, his, hq i his]
  have hP : polarisation Z q = polarisation Z (response a Z s E)
      + polarisation Z (q - response a Z s E) := by
    simp [polarisation, sub_smul, Finset.sum_sub_distrib]
  generalize response a Z s E = r at *
  have h1 : D - (4 * π) • polarisation Z q = E - (4 * π) • polarisation Z (q - r) := by
    rw [hD, hP]
    module
  have h3 : D ⬝ᵥ E = E ⬝ᵥ E + 4 * π * (polarisation Z r ⬝ᵥ E) := by
    rw [hD, add_dotProduct, smul_dotProduct, smul_eq_mul]
  rw [energy, h1, h2, h3]
  simp only [sub_dotProduct, dotProduct_sub, smul_dotProduct, dotProduct_smul, smul_eq_mul]
  rw [dotProduct_comm E (polarisation Z (q - r))]
  generalize ∑ i, (q i - r i) ^ 2 / (2 * a i) = S
  have hpi := Real.pi_ne_zero
  field_simp
  ring

/-- Among configurations with the modes outside `s` clamped, the screened energy is reached
exactly at the linear response to the macroscopic field. -/
theorem energy_eq_screened_iff {a : ι → ℝ} (ha : ∀ i, 0 < a i) (Z : ι → n → ℝ)
    {s : Finset ι} (D : n → ℝ) {q : ι → ℝ} (hq : q ∈ clamped s) :
    energy a Z D q = screenedEnergy a Z s D ↔ q = response a Z s (macroField a Z s D) := by
  rw [energy_split ha Z ((dielectric_mulVec_eq_iff ha Z s D _).mpr rfl) hq, screenedEnergy]
  generalize response a Z s (macroField a Z s D) = r
  constructor
  · intro h
    have hn : ∀ i ∈ Finset.univ, 0 ≤ (q i - r i) ^ 2 / (2 * a i) := fun i _ => by
      have := ha i
      positivity
    have hw : 0 ≤ polarisation Z (q - r) ⬝ᵥ polarisation Z (q - r) :=
      Finset.sum_nonneg fun i _ => mul_self_nonneg _
    have hw' := mul_nonneg (by positivity : (0 : ℝ) ≤ 2 * π) hw
    have hs := Finset.sum_nonneg hn
    have h0 := (Finset.sum_eq_zero_iff_of_nonneg hn).mp (by linarith)
    funext i
    have hi := ha i
    rcases div_eq_zero_iff.mp (h0 i (Finset.mem_univ i)) with h | h
    · exact sub_eq_zero.mp (pow_eq_zero_iff two_ne_zero |>.mp h)
    · linarith
  · intro h
    subst h
    simp [polarisation]

/-- At fixed displacement, with only the modes in `s` free to move, the minimum energy is
`D · ε⁻¹ D / (8π)` with the dielectric tensor of those modes. -/
theorem isLeast_screenedEnergy {a : ι → ℝ} (ha : ∀ i, 0 < a i) (Z : ι → n → ℝ)
    (s : Finset ι) (D : n → ℝ) :
    IsLeast (energy a Z D '' clamped s) (screenedEnergy a Z s D) := by
  have hr : response a Z s (macroField a Z s D) ∈ clamped s := fun i hi => by
    simp [response, hi]
  refine ⟨⟨_, hr, (energy_eq_screened_iff ha Z D hr).mpr rfl⟩, ?_⟩
  rintro _ ⟨q, hq, rfl⟩
  rw [energy_split ha Z ((dielectric_mulVec_eq_iff ha Z s D _).mpr rfl) hq, screenedEnergy]
  generalize response a Z s (macroField a Z s D) = r
  have hs : 0 ≤ ∑ i, (q i - r i) ^ 2 / (2 * a i) := Finset.sum_nonneg fun i _ => by
    have := ha i
    positivity
  have hw : 0 ≤ polarisation Z (q - r) ⬝ᵥ polarisation Z (q - r) :=
    Finset.sum_nonneg fun i _ => mul_self_nonneg _
  have hw' := mul_nonneg (by positivity : (0 : ℝ) ≤ 2 * π) hw
  linarith

/-- Releasing further modes never raises the minimum energy, and leaves it unchanged exactly
when the charge vectors of the released modes are orthogonal to the field before release. -/
theorem release_modes {a : ι → ℝ} (ha : ∀ i, 0 < a i) (Z : ι → n → ℝ)
    {s t : Finset ι} (hst : s ⊆ t) (D : n → ℝ) :
    screenedEnergy a Z t D ≤ screenedEnergy a Z s D ∧
    (screenedEnergy a Z t D = screenedEnergy a Z s D ↔
      ∀ i ∈ t, i ∉ s → Z i ⬝ᵥ macroField a Z s D = 0) := by
  have hsub : clamped s ⊆ clamped t := fun q hq i hi => hq i fun h => hi (hst h)
  have hr : response a Z s (macroField a Z s D) ∈ clamped s := fun i hi => by
    simp [response, hi]
  have hs := (dielectric_mulVec_eq_iff ha Z s D _).mpr rfl
  have ht := (dielectric_mulVec_eq_iff ha Z t D _).mpr rfl
  have hmin := (energy_eq_screened_iff ha Z D hr).mpr rfl
  refine ⟨(isLeast_screenedEnergy ha Z t D).2 ⟨_, hsub hr, hmin⟩, ?_, ?_⟩
  · intro h i hit his
    -- the old minimiser is also the new one, so the two fields agree
    have heq := (energy_eq_screened_iff ha Z D (hsub hr)).mp (hmin.trans h.symm)
    rw [dielectric_mulVec] at hs ht
    rw [heq] at hs
    have hE := add_right_cancel (hs.trans ht.symm)
    have hi := congrFun heq i
    simp only [response, his, hit, if_true, if_false] at hi
    rw [hE]
    exact (mul_eq_zero.mp hi.symm).resolve_left (ha i).ne'
  · intro h
    have heq : response a Z t (macroField a Z s D)
        = response a Z s (macroField a Z s D) := by
      funext i
      by_cases his : i ∈ s
      · simp [response, his, hst his]
      · by_cases hit : i ∈ t
        · simp [response, his, hit, h i hit his]
        · simp [response, his, hit]
    have hE : macroField a Z s D = macroField a Z t D := by
      rw [← dielectric_mulVec_eq_iff ha Z t D, dielectric_mulVec, heq,
        ← dielectric_mulVec, hs]
    rw [screenedEnergy, screenedEnergy, hE]

/-- Isotropic energy with electronic polarisation `x` and ionic polarisation `y`. -/
def isotropicEnergy (a b D x y : ℝ) : ℝ :=
  (D - 4 * π * (x + y)) ^ 2 / (8 * π) + x ^ 2 / (2 * a) + y ^ 2 / (2 * b)

/-- In the isotropic model the minimum involves `1 + 4π(a + b)` when the ions relax and
`1 + 4πa` when they are clamped at `y = 0`. -/
theorem isotropic_minima {a b : ℝ} (ha : 0 < a) (hb : 0 < b) (D : ℝ) :
    IsLeast (Set.range fun p : ℝ × ℝ => isotropicEnergy a b D p.1 p.2)
      (D ^ 2 / (8 * π * (1 + 4 * π * (a + b)))) ∧
    IsLeast (Set.range fun x : ℝ => isotropicEnergy a b D x 0)
      (D ^ 2 / (8 * π * (1 + 4 * π * a))) := by
  have hpi := Real.pi_pos
  have h1 : ∀ x y, isotropicEnergy a b D x y = D ^ 2 / (8 * π * (1 + 4 * π * (a + b)))
      + (2 * π * ((x - a * (D / (1 + 4 * π * (a + b)))) +
          (y - b * (D / (1 + 4 * π * (a + b))))) ^ 2
        + (x - a * (D / (1 + 4 * π * (a + b)))) ^ 2 / (2 * a)
        + (y - b * (D / (1 + 4 * π * (a + b)))) ^ 2 / (2 * b)) := by
    intro x y
    have hne : 1 + 4 * π * (a + b) ≠ 0 := by positivity
    unfold isotropicEnergy
    field_simp
    ring
  have h2 : ∀ x, isotropicEnergy a b D x 0 = D ^ 2 / (8 * π * (1 + 4 * π * a))
      + (2 * π * (x - a * (D / (1 + 4 * π * a))) ^ 2
        + (x - a * (D / (1 + 4 * π * a))) ^ 2 / (2 * a)) := by
    intro x
    have hne : 1 + 4 * π * a ≠ 0 := by positivity
    unfold isotropicEnergy
    field_simp
    ring
  refine ⟨⟨⟨(a * (D / (1 + 4 * π * (a + b))), b * (D / (1 + 4 * π * (a + b)))), ?_⟩, ?_⟩,
    ⟨⟨a * (D / (1 + 4 * π * a)), ?_⟩, ?_⟩⟩
  · simp only [h1, sub_self]
    simp
  · rintro _ ⟨p, rfl⟩
    simp only [h1]
    exact le_add_of_nonneg_right (by positivity)
  · simp only [h2, sub_self]
    simp
  · rintro _ ⟨x, rfl⟩
    simp only [h2]
    exact le_add_of_nonneg_right (by positivity)

end

end StaticVersusClampedScreening
```

```lean
#print axioms StaticVersusClampedScreening.isLeast_screenedEnergy
#print axioms StaticVersusClampedScreening.release_modes
#print axioms StaticVersusClampedScreening.isotropic_minima
```

```
'StaticVersusClampedScreening.isLeast_screenedEnergy' depends on axioms: [propext, Classical.choice, Quot.sound]
'StaticVersusClampedScreening.release_modes' depends on axioms: [propext, Classical.choice, Quot.sound]
'StaticVersusClampedScreening.isotropic_minima' depends on axioms: [propext, Classical.choice, Quot.sound]
```

## How the proof follows the algebra

`polarisation_dot` writes $P(q)\cdot E$ as $\sum_i q_i(Z_i\cdot E)$, and `dielectric_mulVec` proves $\varepsilon_sE=E+4\pi P(r)$. Both exchange the sums over modes and directions.

`dielectric_mulVec_eq_iff` supplies the unique field. If the determinant were zero, there would be a nonzero null vector $v$. Taking the dot product of $\varepsilon_sv=0$ with $v$ makes a sum of non-negative terms vanish, which forces $v\cdot v=0$, a contradiction.

`energy_split` is the completed square. Its `h2` is the elastic expansion, proved mode by mode with separate cases for free and clamped modes; `h1` is $D-4\pi P(q)=E-4\pi W$, and `h3` expands $D\cdot E$. After these substitutions, `field_simp` and `ring` finish the cancellation.

For uniqueness, equality with the screened energy makes the non-negative remainder zero, so every $(q_i-r_i)^2/(2a_i)$ vanishes. For minimality, `isLeast_screenedEnergy` exhibits the response as an allowed configuration and discards the same remainder to get the lower bound. `release_modes` follows the argument above, with `heq` expressing the agreement of the responses and `hE` that of the fields.

`isotropic_minima` doesn't pass through the tensor theorem. It proves the two scalar squares directly as `h1` and `h2`, evaluates them at the minimisers, and uses positivity for the bounds.

## Holding the field fixed

The model could also be set up at fixed macroscopic field $E$, with the electric enthalpy $u-E\cdot D/(4\pi)$ and $D=E+4\pi P(q)$. This equals

$$-\frac{|E|^2}{8\pi}-E\cdot P(q)+\sum_i\frac{q_i^2}{2a_i},$$

and its minimum over the modes in $s$ is $-E\cdot\varepsilon_sE/(8\pi)$. The modes then respond independently, and the tensor appears without an inverse. The file treats fixed $D$, where the modes interact through the field they produce.

## The two tensors in a supercell calculation

A linear-response code typically gives the ion-clamped tensor $\varepsilon_\infty$, together with Born effective charges and zone-centre phonons. In atomic units, the static tensor at fixed strain follows from

$$\varepsilon_0=\varepsilon_\infty+\frac{4\pi}{\Omega}\sum_m\frac{\tilde Z_m\otimes\tilde Z_m}{\omega_m^2},$$

where $\Omega$ is the cell volume, $\tilde Z_m$ is the mass-weighted mode charge and $\omega_m$ is the frequency at zero macroscopic field; the acoustic modes are left out. Each mode contributes $4\pi a_i\,Z_i\otimes Z_i$, as in the definition of $\varepsilon_s$, with $a_i=\Omega/\omega_m^2$ and $Z_i=\tilde Z_m/\Omega$.

The field of a charged defect isn't uniform, so it lies outside the model proved here. The distinction still bears on finite-size corrections that treat the host crystal as a linear medium with a macroscopic dielectric tensor: $\varepsilon_0$ describes screening with relaxed ions, and $\varepsilon_\infty$ the response to a charge added while the ions stay fixed.
